# With distinct occupations, an orbital gradient fixes a unique symmetric zero-diagonal effective potential

Take two real natural orbitals, numbered 0 and 1, with occupations $a\neq b$. Their density matrix is $D=\mathrm{diag}(a,b)$. An infinitesimal rotation of the orbitals, an orbital gradient and a trial potential are

$$X=\begin{pmatrix}0&x\\-x&0\end{pmatrix},\qquad G=\begin{pmatrix}0&g\\-g&0\end{pmatrix},\qquad v=\begin{pmatrix}0&w\\w&0\end{pmatrix}.$$

The rotation changes $D$ at first order by $XD-DX$, whose two off-diagonal entries both equal $x(b-a)$. The energy in the potential therefore changes by $\mathrm{tr}(v(XD-DX))=2wx(b-a)$. The prescribed change is $\sum_{ij}X_{ij}G_{ij}=2xg$. They agree for every $x$ exactly when $w=g/(b-a)$.

## The gradient divided by occupation differences

For finitely many orbitals with real occupations $n_i$, let $D=\mathrm{diag}(n)$ and let $G$ be a real antisymmetric matrix. An effective potential is a real symmetric matrix $v$ with zero diagonal such that

$$\mathrm{tr}\big(v(XD-DX)\big)=\sum_{ij}X_{ij}G_{ij}\quad\text{for every real antisymmetric }X.$$

If the occupations are pairwise distinct, exactly one such $v$ exists, and

$$v_{ij}=\frac{G_{ij}}{n_j-n_i}\qquad(i\neq j).$$

The potential may be nonlocal: $v$ is a matrix between orbitals and is not required to come from a multiplicative function of position.

## Small denominators and conventions in an RDMFT code

In reduced density-matrix functional theory (RDMFT) with a finite real basis, a code that represents the orbital gradient at fixed occupations by a one-body matrix can use this formula. Agreement with the energy change is guaranteed only to first order.

Take $n=(0.9,0.7,0.4)$, $G_{01}=0.2$, $G_{02}=-0.4$ and $G_{12}=0.15$. Then

$$v_{01}=\frac{0.2}{-0.2}=-1,\qquad v_{02}=\frac{-0.4}{-0.5}=0.8,\qquad v_{12}=\frac{0.15}{-0.3}=-0.5.$$

If the occupations become $(0.9,0.89,0.21)$, with the same sum and with $G$ unchanged, $v_{01}$ becomes $-20$. An error $\varepsilon$ in $G_{ij}$ becomes an error of size $|\varepsilon|/|n_j-n_i|$ in $v_{ij}$, so nearly equal occupations need care.

Two conventions affect an implementation:

- The sum over $i,j$ counts each pair twice. If the code stores the derivative with respect to the single parameter $X_{ij}$, $i<j$, then $G_{ij}$ is half of it.
- The rotation is $e^{tX}De^{-tX}$. A code that rotates with $e^{-tX}$ has a gradient of the opposite sign.

## From the trace condition to a commutator equation

Since $D$ is diagonal,

$$(vD-Dv)_{ij}=v_{ij}(n_j-n_i).$$

The same rule for $X$, together with $X_{ji}=-X_{ij}$, gives

$$\mathrm{tr}\big(v(XD-DX)\big)=\sum_{ij}v_{ij}X_{ji}(n_i-n_j)=\sum_{ij}X_{ij}(vD-Dv)_{ij}.$$

Let $K=vD-Dv-G$. Because $v$ is symmetric and $G$ antisymmetric, $K^T=Dv-vD+G=-K$, so $K$ is an allowed choice of $X$. The condition then reads $\sum_{ij}K_{ij}^2=0$, hence $K=0$. Conversely, $vD-Dv=G$ gives the condition for every $X$. The requirement on $v$ is therefore

$$v_{ij}(n_j-n_i)=G_{ij}.$$

If $n_i=n_j$, this forces $G_{ij}=0$. If $G$ does vanish between all equally occupied orbitals, set $v_{ij}=G_{ij}/(n_j-n_i)$ where the occupations differ and $v_{ij}=0$ elsewhere. This matrix is symmetric, because exchanging $i$ and $j$ reverses both numerator and denominator, and its diagonal is zero. For distinct occupations only the diagonal pairs have equal occupations, and $G_{ii}=0$ by antisymmetry. A potential therefore exists, and division fixes every off-diagonal entry.

The link to energy comes from $\gamma(t)=e^{tX}De^{tX^T}=e^{tX}De^{-tX}$. The product rule gives $\gamma'(0)=XD-DX$, so $\mathrm{tr}(v\gamma(t))$ has derivative $\mathrm{tr}(v(XD-DX))$ at $t=0$.

## Lean file for the potential and its energy derivative

```lean
import Mathlib

open Matrix

namespace RDMFTEffectivePotential

noncomputable section

variable {ι : Type*} [Fintype ι] [DecidableEq ι]

/-- A real symmetric matrix `v` with zero diagonal is an effective potential for the occupations
`n` and the orbital gradient `G` if `trace (v (X D - D X)) = ∑ X i j * G i j` for every
antisymmetric `X`, where `D` is the diagonal matrix of occupations. -/
def IsEffectivePotential (n : ι → ℝ) (G v : Matrix ι ι ℝ) : Prop :=
  vᵀ = v ∧ (∀ i, v i i = 0) ∧ ∀ X : Matrix ι ι ℝ, Xᵀ = -X →
    trace (v * (X * diagonal n - diagonal n * X)) = ∑ i, ∑ j, X i j * G i j

/-- The matrix `exp (t X) D (exp (t X))ᵀ`, where `D` is the diagonal matrix of occupations `n`. For
antisymmetric `X` it is the one-body density matrix after the orbitals have been rotated by
`exp (t X)`. -/
def rotatedDensity (n : ι → ℝ) (X : Matrix ι ι ℝ) (t : ℝ) : Matrix ι ι ℝ :=
  NormedSpace.exp (t • X) * diagonal n * (NormedSpace.exp (t • X))ᵀ

/-- The commutator of a matrix with the diagonal density matrix weights each entry by a
difference of occupations. -/
theorem commutator_apply (n : ι → ℝ) (v : Matrix ι ι ℝ) (i j : ι) :
    (v * diagonal n - diagonal n * v) i j = v i j * (n j - n i) := by
  rw [Matrix.sub_apply, Matrix.mul_diagonal, Matrix.diagonal_mul]
  ring

omit [Fintype ι] [DecidableEq ι] in
/-- Opposite entries of an antisymmetric matrix differ by a sign. -/
theorem antisymm_apply {X : Matrix ι ι ℝ} (hX : Xᵀ = -X) (i j : ι) : X j i = -X i j := by
  have h := congrArg (fun M : Matrix ι ι ℝ => M i j) hX
  simpa only [Matrix.transpose_apply, Matrix.neg_apply] using h

/-- For an antisymmetric `X`, the trace of `v` with the commutator of `X` and the density matrix
is the entrywise pairing of `X` with the commutator of `v` and the density matrix. -/
theorem trace_commutator (n : ι → ℝ) (v : Matrix ι ι ℝ) {X : Matrix ι ι ℝ} (hX : Xᵀ = -X) :
    trace (v * (X * diagonal n - diagonal n * X)) =
      ∑ i, ∑ j, X i j * (v * diagonal n - diagonal n * v) i j := by
  rw [Matrix.trace]
  refine Finset.sum_congr rfl fun i _ => ?_
  rw [Matrix.diag_apply, Matrix.mul_apply]
  refine Finset.sum_congr rfl fun j _ => ?_
  rw [commutator_apply n X j i, commutator_apply n v i j, antisymm_apply hX i j]
  ring

/-- A symmetric `v` reproduces an antisymmetric gradient `G` for all antisymmetric `X` exactly
when the commutator of `v` with the density matrix equals `G`. -/
theorem reproduces_iff_commutator (n : ι → ℝ) {G v : Matrix ι ι ℝ} (hv : vᵀ = v)
    (hG : Gᵀ = -G) :
    (∀ X : Matrix ι ι ℝ, Xᵀ = -X →
      trace (v * (X * diagonal n - diagonal n * X)) = ∑ i, ∑ j, X i j * G i j) ↔
    v * diagonal n - diagonal n * v = G := by
  constructor
  · intro h
    -- test the condition with the antisymmetric residual K
    obtain ⟨K, hK⟩ : ∃ K, K = v * diagonal n - diagonal n * v - G := ⟨_, rfl⟩
    have hKa : Kᵀ = -K := by
      rw [hK, transpose_sub, transpose_sub, transpose_mul, transpose_mul,
        diagonal_transpose, hv, hG]
      abel
    have hKe : ∀ i j, K i j = (v * diagonal n - diagonal n * v) i j - G i j := by
      intro i j
      rw [hK, Matrix.sub_apply _ G]
    have h1 := h K hKa
    rw [trace_commutator n v hKa] at h1
    have hsq : ∀ i j, K i j * K i j =
        K i j * (v * diagonal n - diagonal n * v) i j - K i j * G i j :=
      fun i j => by linear_combination K i j * hKe i j
    have h0 : ∑ i, ∑ j, K i j * K i j = 0 := by
      simp only [hsq, Finset.sum_sub_distrib]
      linarith
    -- a vanishing sum of squares has vanishing terms
    ext i j
    have hi := (Finset.sum_eq_zero_iff_of_nonneg (fun i _ =>
      Finset.sum_nonneg fun j _ => mul_self_nonneg (K i j))).1 h0 i (Finset.mem_univ i)
    have hij := (Finset.sum_eq_zero_iff_of_nonneg (fun j _ =>
      mul_self_nonneg (K i j))).1 hi j (Finset.mem_univ j)
    have hz := mul_self_eq_zero.1 hij
    linarith [hKe i j]
  · intro h X hX
    rw [trace_commutator n v hX, h]

/-- For arbitrary occupations, an antisymmetric gradient has an effective potential exactly
when it vanishes between orbitals of equal occupation. -/
theorem exists_iff (n : ι → ℝ) {G : Matrix ι ι ℝ} (hG : Gᵀ = -G) :
    (∃ v, IsEffectivePotential n G v) ↔ ∀ i j, n i = n j → G i j = 0 := by
  constructor
  · rintro ⟨v, hv, _, h⟩ i j hn
    have hc := (reproduces_iff_commutator n hv hG).1 h
    rw [← hc, commutator_apply, hn, sub_self, mul_zero]
  · intro h
    have hs : (Matrix.of fun i j => G i j / (n j - n i))ᵀ =
        Matrix.of fun i j => G i j / (n j - n i) := by
      ext i j
      change G j i / (n i - n j) = G i j / (n j - n i)
      rw [antisymm_apply hG i j, ← neg_sub (n j) (n i), neg_div_neg_eq]
    refine ⟨_, hs, ?_, (reproduces_iff_commutator n hs hG).2 ?_⟩
    · intro i
      change G i i / (n i - n i) = 0
      rw [h i i rfl, zero_div]
    · ext i j
      rw [commutator_apply]
      change G i j / (n j - n i) * (n j - n i) = G i j
      by_cases hn : n i = n j
      · rw [h i j hn, zero_div, zero_mul]
      · exact div_mul_cancel₀ _ (sub_ne_zero.2 (Ne.symm hn))

/-- For pairwise distinct occupations, an antisymmetric orbital gradient `G` has exactly one
effective potential, with off-diagonal entries `G i j / (n j - n i)`. -/
theorem existsUnique_effectivePotential {n : ι → ℝ} (hn : Function.Injective n)
    {G : Matrix ι ι ℝ} (hG : Gᵀ = -G) :
    (∃! v, IsEffectivePotential n G v) ∧
      ∀ v, IsEffectivePotential n G v → ∀ i j, i ≠ j → v i j = G i j / (n j - n i) := by
  have formula : ∀ v, IsEffectivePotential n G v →
      ∀ i j, i ≠ j → v i j = G i j / (n j - n i) := by
    rintro v ⟨hv, _, h⟩ i j hij
    have hc := (reproduces_iff_commutator n hv hG).1 h
    have hd : n j - n i ≠ 0 := sub_ne_zero.2 fun e => hij (hn e).symm
    rw [eq_div_iff hd, ← commutator_apply, hc]
  refine ⟨?_, formula⟩
  obtain ⟨v, hv⟩ := (exists_iff n hG).2 fun i j e => by
    have hij := hn e
    subst hij
    linarith [antisymm_apply hG i i]
  refine ⟨v, hv, fun w hw => ?_⟩
  ext i j
  by_cases hij : i = j
  · subst hij
    rw [hw.2.1 i, hv.2.1 i]
  · rw [formula w hw i j hij, formula v hv i j hij]

/-- Under an orbital rotation generated by an antisymmetric `X`, the energy of the density matrix
in a potential `v` changes at first order by the trace of `v` with the commutator of `X`
and the density matrix. -/
theorem hasDerivAt_energy (n : ι → ℝ) (v : Matrix ι ι ℝ) {X : Matrix ι ι ℝ} (hX : Xᵀ = -X) :
    HasDerivAt (fun t : ℝ => trace (v * rotatedDensity n X t))
      (trace (v * (X * diagonal n - diagonal n * X))) 0 := by
  let : NormedRing (Matrix ι ι ℝ) := Matrix.linftyOpNormedRing
  let : NormedAlgebra ℝ (Matrix ι ι ℝ) := Matrix.linftyOpNormedAlgebra
  have hfun : ∀ t : ℝ, rotatedDensity n X t =
      NormedSpace.exp (t • X) * diagonal n * NormedSpace.exp (t • (-X)) := by
    intro t
    rw [rotatedDensity, ← Matrix.exp_transpose, transpose_smul, hX]
  -- product rule for the two rotation factors
  have h1 := hasDerivAt_exp_smul_const (𝕂 := ℝ) X (0 : ℝ)
  have h2 := hasDerivAt_exp_smul_const (𝕂 := ℝ) (-X) (0 : ℝ)
  have h3 := (h1.mul_const (diagonal n)).mul h2
  let L : Matrix ι ι ℝ →L[ℝ] ℝ := LinearMap.toContinuousLinearMap
    ((Matrix.traceLinearMap ι ℝ ℝ).comp (LinearMap.mulLeft ℝ v))
  have h4 := L.hasFDerivAt.comp_hasDerivAt (0 : ℝ) h3
  simp only [hfun]
  refine h4.congr_deriv ?_
  change trace (v * (NormedSpace.exp ((0 : ℝ) • X) * X * diagonal n *
      NormedSpace.exp ((0 : ℝ) • (-X)) + NormedSpace.exp ((0 : ℝ) • X) * diagonal n *
      (NormedSpace.exp ((0 : ℝ) • (-X)) * (-X)))) = _
  simp only [zero_smul, NormedSpace.exp_zero, one_mul, mul_one, mul_neg, sub_eq_add_neg]

/-- If `v` is an effective potential for `n` and `G`, then under the rotation generated by an
antisymmetric `X` the energy of the density matrix in `v` has derivative `∑ X i j * G i j` at
`t = 0`. -/
theorem effectivePotential_gradient {n : ι → ℝ} {G v X : Matrix ι ι ℝ}
    (hv : IsEffectivePotential n G v) (hX : Xᵀ = -X) :
    HasDerivAt (fun t : ℝ => trace (v * rotatedDensity n X t))
      (∑ i, ∑ j, X i j * G i j) 0 :=
  (hasDerivAt_energy n v hX).congr_deriv (hv.2.2 X hX)

/-- For two orbitals with different occupations `a` and `b` and the antisymmetric gradient with
upper entry `g`, the symmetric matrix with zero diagonal and off-diagonal entries `g / (b - a)` is
an effective potential. -/
theorem two_orbital_witness {a b : ℝ} (hab : a ≠ b) (g : ℝ) :
    IsEffectivePotential ![a, b] !![0, g; -g, 0] !![0, g / (b - a); g / (b - a), 0] := by
  have h1 : g / (b - a) * (b - a) = g := div_mul_cancel₀ _ (sub_ne_zero.2 hab.symm)
  have h2 : g / (b - a) * (a - b) = -g := by linear_combination -h1
  have hs : (!![0, g / (b - a); g / (b - a), 0] : Matrix (Fin 2) (Fin 2) ℝ)ᵀ =
      !![0, g / (b - a); g / (b - a), 0] := by
    ext i j
    fin_cases i <;> fin_cases j <;> simp
  have hG : (!![0, g; -g, 0] : Matrix (Fin 2) (Fin 2) ℝ)ᵀ = -!![0, g; -g, 0] := by
    ext i j
    fin_cases i <;> fin_cases j <;> simp
  refine ⟨hs, ?_, (reproduces_iff_commutator _ hs hG).2 ?_⟩
  · intro i
    fin_cases i <;> simp
  · ext i j
    rw [commutator_apply]
    fin_cases i <;> fin_cases j <;> simp [h1, h2]

end

end RDMFTEffectivePotential
```

```lean
#print axioms RDMFTEffectivePotential.existsUnique_effectivePotential
#print axioms RDMFTEffectivePotential.effectivePotential_gradient
```

```
'RDMFTEffectivePotential.existsUnique_effectivePotential' depends on axioms: [propext, Classical.choice, Quot.sound]
'RDMFTEffectivePotential.effectivePotential_gradient' depends on axioms: [propext, Classical.choice, Quot.sound]
```

## Reading the theorems and their proofs

The finite type `ι` labels the orbitals, `n` gives their occupations, and `diagonal n` is $D$. `IsEffectivePotential n G v` collects symmetry, zero diagonal and the trace condition. The hypothesis `Function.Injective n` says that no two orbitals share an occupation.

`commutator_apply` and `trace_commutator` are the two entry calculations above. `reproduces_iff_commutator` tests with the residual `K`; `Finset.sum_eq_zero_iff_of_nonneg`, applied once per sum, makes each square vanish. `exists_iff` is the criterion for arbitrary occupations. Its witness also divides where the occupations are equal, including on the diagonal, and there Lean evaluates $0/0$ as $0$; floating-point code should set those entries to zero without dividing.

`existsUnique_effectivePotential` takes existence from `exists_iff` and compares two candidates entry by entry. `hasDerivAt_energy` applies the product rule to the two exponentials and passes the result through the continuous linear map `L`, which is $M\mapsto\mathrm{tr}(vM)$. `effectivePotential_gradient` then replaces the trace by $\sum_{ij}X_{ij}G_{ij}$, and `two_orbital_witness` is the opening example.

## A given gradient, fixed occupations and a chosen diagonal

The matrix $G$ is an input: the file contains no energy functional from which it is derived. Occupations may be any real numbers, with no bounds and no fixed particle number. Complex orbitals, infinite bases, rounding errors and the convergence of an orbital optimisation are not treated.

The zero diagonal is a choice of representative. Had the definition omitted it, adding any real diagonal matrix to $v$ would leave $vD-Dv$ unchanged; for distinct occupations the potential would then be unique only up to its diagonal. Orbital rotations at first order do not see those entries, so a scheme that diagonalises an effective Hamiltonian must get them from elsewhere.
